# Yukawa screening weakens Hartree-Fock exchange in the uniform electron gas

An electron of wave number $k$ moving through a uniform gas lowers its energy by exchange with the electrons of the same spin that fill the Fermi sphere. The other charges also screen the Coulomb repulsion on which this exchange depends. How does the exchange self-energy respond when the screening becomes stronger?

For a static Yukawa interaction with screening wave number $\lambda>0$, and for $k>0$, the self-energy rises strictly as $\lambda$ grows at fixed $k$ and fixed electron density, and it stays negative. It also has a closed form, which can serve as a reference value for numerical integration in screened-exchange calculations, within this model of a homogeneous gas with a fixed $\lambda$.

## A static interaction and a filled Fermi sphere

With $\hbar=1$ and Gaussian units, the interaction in momentum space is $4\pi e^2/(q^2+\lambda^2)$, where $q$ is the momentum transfer. The constant $\lambda$ stands for the inverse distance over which the other charges screen the repulsion. It is a given parameter, not computed from the density, and the screening has no frequency dependence.

Let $p$ be the wave number of an occupied state and $c$ the cosine of the angle between the two momenta, so that $q^2=k^2+p^2-2kpc$. At zero temperature the occupied states fill a sphere of radius $k_F$. The azimuthal integral gives $2\pi$, and the Fock integral becomes

$$
\Sigma_\lambda(k)=-\frac{4\pi e^2\cdot 2\pi}{(2\pi)^3}\int_0^{k_F}p^2A_\lambda(k,p)\,dp
=-\frac{e^2}{\pi}\int_0^{k_F}p^2A_\lambda(k,p)\,dp,
$$

$$
A_\lambda(k,p)=\int_{-1}^{1}\frac{dc}{k^2+p^2-2kpc+\lambda^2}.
$$

In Lean all quantities are real numbers: `lam` is $\lambda$, `e2` is $e^2$ and `kF` is $k_F$. The definition `propagator` is the integrand of $A_\lambda$, without the factor $4\pi e^2$; `angularExchange` is $A_\lambda$, and `selfEnergy` is $\Sigma_\lambda$.

```lean
import Mathlib

open Set

namespace ScreenedExchange

noncomputable section

/-- The screened Coulomb propagator, without the factor `4πe²`, between momenta of lengths `k` and
`p` whose directions enclose an angle with cosine `c`; `lam` is the screening wave number. -/
def propagator (k p lam c : ℝ) : ℝ := 1 / (k ^ 2 + p ^ 2 - 2 * k * p * c + lam ^ 2)

/-- The screened propagator integrated over the cosine of the angle between the momenta. -/
def angularExchange (k p lam : ℝ) : ℝ := ∫ c in (-1 : ℝ)..1, propagator k p lam c

/-- The Hartree-Fock exchange self-energy of the screened interaction at momentum `k` for a Fermi
sphere of radius `kF`, written in spherical coordinates; `e2` is the squared charge and `lam` the
screening wave number. -/
def selfEnergy (e2 kF k lam : ℝ) : ℝ :=
  -(e2 / Real.pi) * ∫ p in (0 : ℝ)..kF, p ^ 2 * angularExchange k p lam
```

The spherical-coordinate form is thus a definition. If `selfEnergy` were defined as an integral over a ball in three-dimensional space, the reduction to $p$ and $c$, with its prefactor $e^2/\pi$, would become a theorem to prove; the later results would keep their form.

One more definition names the function $F(p)$ that will integrate the radial part. It is derived below for $\lambda>0$.

```lean
/-- The radial antiderivative used to sum the exchange over the Fermi sphere. -/
def radialPrimitive (k lam p : ℝ) : ℝ :=
  (p ^ 2 - k ^ 2 + lam ^ 2) / 2 *
      (Real.log ((k + p) ^ 2 + lam ^ 2) - Real.log ((k - p) ^ 2 + lam ^ 2))
    + 2 * k * p - 2 * k * lam * (Real.arctan ((k + p) / lam) - Real.arctan ((k - p) / lam))
```

## Nonzero momenta and a nonsingular denominator

The logarithmic formula for the angular integral is derived for $k,p>0$ and $(k-p)^2+\lambda^2>0$. The second condition excludes only an unscreened interaction between states of equal wave number, where the momentum transfer can vanish. Write the denominator as

$$
D(c)=(k-p)^2+\lambda^2+2kp(1-c).
$$

The last term is nonnegative on $[-1,1]$, so $D(c)>0$ there. Since $D'(c)=-2kp$, the function $-\ln D(c)/(2kp)$ has derivative $1/D(c)$. The endpoint values are $D(1)=(k-p)^2+\lambda^2$ and $D(-1)=(k+p)^2+\lambda^2$, hence

$$
A_\lambda(k,p)=\frac{1}{2kp}\ln\frac{(k+p)^2+\lambda^2}{(k-p)^2+\lambda^2}.
$$

In the proof, `hne` shows that the denominator does not vanish, which gives continuity and therefore integrability. `hderiv` checks the antiderivative, and the fundamental theorem of calculus supplies the endpoint difference.

```lean
/-- For positive `k` and `p`, except when both `k = p` and `lam = 0`, the screened propagator is
integrable over the cosine of the angle, and its integral is a logarithm divided by `2 * k * p`. -/
theorem angularExchange_eq {k p lam : ℝ} (hk : 0 < k) (hp : 0 < p)
    (h : 0 < (k - p) ^ 2 + lam ^ 2) :
    IntervalIntegrable (propagator k p lam) MeasureTheory.volume (-1) 1 ∧
    angularExchange k p lam =
      Real.log (((k + p) ^ 2 + lam ^ 2) / ((k - p) ^ 2 + lam ^ 2)) / (2 * k * p) := by
  have hkp : 0 < 2 * k * p := by positivity
  -- the denominator is smallest for parallel momenta
  have hne : ∀ c ∈ uIcc (-1 : ℝ) 1, k ^ 2 + p ^ 2 - 2 * k * p * c + lam ^ 2 ≠ 0 := by
    intro c hc
    rw [uIcc_of_le (by norm_num : (-1 : ℝ) ≤ 1)] at hc
    have h1 : 0 ≤ 2 * k * p * (1 - c) := mul_nonneg hkp.le (by linarith [hc.2])
    have h2 : 0 < k ^ 2 + p ^ 2 - 2 * k * p * c + lam ^ 2 := by nlinarith
    exact h2.ne'
  have hint : IntervalIntegrable (propagator k p lam) MeasureTheory.volume (-1) 1 := by
    apply ContinuousOn.intervalIntegrable
    unfold propagator
    exact ContinuousOn.div continuousOn_const (by fun_prop) hne
  refine ⟨hint, ?_⟩
  have alg : ∀ a D : ℝ, a ≠ 0 → D ≠ 0 → -(-a / D) / a = 1 / D := by
    intro a D ha hD
    field_simp
  have hderiv : ∀ c ∈ uIcc (-1 : ℝ) 1, HasDerivAt
      (fun x => -Real.log (k ^ 2 + p ^ 2 - 2 * k * p * x + lam ^ 2) / (2 * k * p))
      (propagator k p lam c) c := by
    intro c hc
    have hd : HasDerivAt (fun x => k ^ 2 + p ^ 2 - 2 * k * p * x + lam ^ 2)
        (-(2 * k * p)) c :=
      ((((hasDerivAt_id' c).const_mul (2 * k * p)).const_sub (k ^ 2 + p ^ 2)).add_const
        (lam ^ 2)).congr_deriv (by ring)
    exact ((hd.log (hne c hc)).fun_neg.div_const (2 * k * p)).congr_deriv
      (alg _ _ hkp.ne' (hne c hc))
  have e1 : k ^ 2 + p ^ 2 - 2 * k * p * 1 + lam ^ 2 = (k - p) ^ 2 + lam ^ 2 := by ring
  have e2 : k ^ 2 + p ^ 2 - 2 * k * p * (-1) + lam ^ 2 = (k + p) ^ 2 + lam ^ 2 := by ring
  have hs : (k + p) ^ 2 + lam ^ 2 ≠ 0 := by positivity
  refine (intervalIntegral.integral_eq_sub_of_hasDerivAt hderiv hint).trans ?_
  rw [e1, e2, Real.log_div hs h.ne']
  ring
```

If $k$ or $p$ is zero, the integrand no longer depends on $c$ and the logarithmic formula reads $0/0$. If $k=p$ and $\lambda=0$, the integrand is $1/(2k^2(1-c))$ and the integral diverges. A formal statement of the equality alone would hide this divergence: Lean assigns zero to the integral of a non-integrable function, and its conventions for division by zero and $\ln 0$ make the right side zero too. The theorem therefore has integrability as part of its conclusion.

The same hypotheses make $A_\lambda$ positive, because $D(-1)-D(1)=4kp>0$ and the argument of the logarithm exceeds one.

```lean
/-- The angular exchange integral is positive for positive `k` and `p`, except when both `k = p` and
`lam = 0`. -/
theorem angularExchange_pos {k p lam : ℝ} (hk : 0 < k) (hp : 0 < p)
    (h : 0 < (k - p) ^ 2 + lam ^ 2) : 0 < angularExchange k p lam := by
  rw [(angularExchange_eq hk hp h).2]
  have hkp : 0 < k * p := mul_pos hk hp
  apply div_pos (Real.log_pos _) (by positivity)
  rw [one_lt_div h]
  nlinarith
```

## Nonnegative screening wave numbers

Only $\lambda^2$ enters the interaction, so "stronger screening" means a larger $\lambda$ only when $\lambda\ge0$. For $0\le\lambda<\mu$, the inequality $A_\mu(k,p)<A_\lambda(k,p)$ amounts to

$$
\frac{(k+p)^2+\mu^2}{(k-p)^2+\mu^2}<\frac{(k+p)^2+\lambda^2}{(k-p)^2+\lambda^2}.
$$

With $k,p>0$ and $(k-p)^2+\lambda^2>0$ as before, both denominators are positive. After cross-multiplication, the right side minus the left side is

$$
\big[(k+p)^2-(k-p)^2\big](\mu^2-\lambda^2)=4kp(\mu^2-\lambda^2)>0.
$$

The proof takes the same route: `Real.log_lt_log` removes the logarithms, `div_lt_div_iff₀` cross-multiplies, and `hsq` uses the sign of $\lambda$ to obtain $\mu^2>\lambda^2$. Without that sign the claim fails: going from $\lambda=-2$ to $\mu=1$ increases the number but weakens the screening.

```lean
/-- For positive `k` and `p`, the angular exchange integral strictly decreases when the screening
wave number grows from a nonnegative value `lam`, provided `k = p` and `lam = 0` do not both hold.
-/
theorem angularExchange_lt {k p lam mu : ℝ} (hk : 0 < k) (hp : 0 < p) (hlam : 0 ≤ lam)
    (hlt : lam < mu) (h : 0 < (k - p) ^ 2 + lam ^ 2) :
    angularExchange k p mu < angularExchange k p lam := by
  have hmu : 0 < mu := lt_of_le_of_lt hlam hlt
  have h' : 0 < (k - p) ^ 2 + mu ^ 2 := by positivity
  rw [(angularExchange_eq hk hp h).2, (angularExchange_eq hk hp h').2]
  apply div_lt_div_of_pos_right _ (by positivity)
  apply Real.log_lt_log (by positivity)
  rw [div_lt_div_iff₀ h' h]
  -- the cross products differ by 4kp(mu² - lam²)
  have hsq : 0 < mu ^ 2 - lam ^ 2 := by nlinarith
  have hprod : 0 < 4 * (k * p) * (mu ^ 2 - lam ^ 2) := by positivity
  linarith [hprod]
```

## Strictly positive screening in the radial integral

For the sum over the Fermi sphere, $\lambda$ is taken to be strictly positive. This keeps the interaction finite at zero momentum transfer, so the integrand stays regular when $p$ passes through $k$. Set $A_\pm=(k\pm p)^2+\lambda^2$ and $L(p)=\ln A_+-\ln A_-$. Then

$$
p^2A_\lambda(k,p)=\frac{p\,L(p)}{2k},
$$

which also holds at $p=0$, where both sides vanish. `shell_eq` proves this identity, treating $p=0$ separately, and `shell_continuous` uses $A_\pm>0$ to show that the right side is continuous.

```lean
/-- The exchange contribution of a momentum shell of radius `p`, in terms of logarithms. -/
theorem shell_eq {k p lam : ℝ} (hk : 0 < k) (hp : 0 ≤ p) (hlam : 0 < lam) :
    p ^ 2 * angularExchange k p lam =
      p * (Real.log ((k + p) ^ 2 + lam ^ 2) - Real.log ((k - p) ^ 2 + lam ^ 2)) / (2 * k) := by
  rcases hp.eq_or_lt with rfl | hp
  · simp
  · have h : 0 < (k - p) ^ 2 + lam ^ 2 := by positivity
    have hs : (k + p) ^ 2 + lam ^ 2 ≠ 0 := by positivity
    have alg : ∀ X : ℝ, p ^ 2 * (X / (2 * k * p)) = p * X / (2 * k) := by
      intro X
      field_simp
    rw [(angularExchange_eq hk hp h).2, Real.log_div hs h.ne', alg]

/-- The logarithmic form of the shell contribution is continuous in the shell radius. -/
theorem shell_continuous (k : ℝ) {lam : ℝ} (hlam : 0 < lam) :
    Continuous fun p : ℝ =>
      p * (Real.log ((k + p) ^ 2 + lam ^ 2) - Real.log ((k - p) ^ 2 + lam ^ 2)) / (2 * k) := by
  have h1 : Continuous fun p : ℝ => Real.log ((k + p) ^ 2 + lam ^ 2) :=
    Continuous.log (by fun_prop) (fun p => by positivity)
  have h2 : Continuous fun p : ℝ => Real.log ((k - p) ^ 2 + lam ^ 2) :=
    Continuous.log (by fun_prop) (fun p => by positivity)
  exact (continuous_id.mul (h1.sub h2)).div_const (2 * k)
```

To integrate $pL$ by parts, choose $Q(p)=(p^2-k^2+\lambda^2)/2$, so that $Q'=p$. The derivative of the logarithms is $L'=2(k+p)/A_++2(k-p)/A_-$. Expanding the products gives

$$
(p^2-k^2+\lambda^2)(k+p)=(p-k)A_++2k\lambda^2,
$$

$$
(p^2-k^2+\lambda^2)(k-p)=-(k+p)A_-+2k\lambda^2.
$$

Dividing by $A_+$ and $A_-$ and adding,

$$
QL'=-2k+2k\lambda^2\left(\frac1{A_+}+\frac1{A_-}\right).
$$

Since $\arctan((k+p)/\lambda)-\arctan((k-p)/\lambda)$ has derivative $\lambda/A_++\lambda/A_-$, an antiderivative of $pL=(QL)'-QL'$ is

$$
F(p)=QL+2kp-2k\lambda\left[\arctan\frac{k+p}{\lambda}-\arctan\frac{k-p}{\lambda}\right].
$$

This is `radialPrimitive`. Lean checks it by differentiation: `eA` and `eB` are the two product identities after division, and `linear_combination` cancels the rational terms.

```lean
/-- The derivative of the radial antiderivative is `p` times the exchange logarithm. -/
theorem radialPrimitive_hasDerivAt (k p : ℝ) {lam : ℝ} (hlam : 0 < lam) :
    HasDerivAt (fun x => radialPrimitive k lam x)
      (p * (Real.log ((k + p) ^ 2 + lam ^ 2) - Real.log ((k - p) ^ 2 + lam ^ 2))) p := by
  have hA0 : (k + p) ^ 2 + lam ^ 2 ≠ 0 := by positivity
  have hB0 : (k - p) ^ 2 + lam ^ 2 ≠ 0 := by positivity
  have h1 : HasDerivAt (fun x => k + x) 1 p := (hasDerivAt_id' p).const_add k
  have h2 : HasDerivAt (fun x => k - x) (-1) p := (hasDerivAt_id' p).const_sub k
  have hA : HasDerivAt (fun x => Real.log ((k + x) ^ 2 + lam ^ 2))
      (2 * (k + p) / ((k + p) ^ 2 + lam ^ 2)) p :=
    (((h1.fun_pow 2).add_const (lam ^ 2)).congr_deriv (by norm_num)).log hA0
  have hB : HasDerivAt (fun x => Real.log ((k - x) ^ 2 + lam ^ 2))
      (-(2 * (k - p)) / ((k - p) ^ 2 + lam ^ 2)) p :=
    (((h2.fun_pow 2).add_const (lam ^ 2)).congr_deriv (by norm_num)).log hB0
  have arc : ∀ u s : ℝ, 1 / (1 + (u / lam) ^ 2) * (s / lam) = s * lam / (u ^ 2 + lam ^ 2) := by
    intro u s
    obtain ⟨t, rfl⟩ : ∃ t, u = lam * t := ⟨u / lam, by field_simp⟩
    have ht : 1 + t ^ 2 ≠ 0 := by positivity
    have e : (lam * t) ^ 2 + lam ^ 2 = lam ^ 2 * (1 + t ^ 2) := by ring
    rw [mul_div_cancel_left₀ t hlam.ne', e]
    field_simp
  have hC := (h1.div_const lam).arctan.congr_deriv (arc (k + p) 1)
  have hD := (h2.div_const lam).arctan.congr_deriv (arc (k - p) (-1))
  have hQ : HasDerivAt (fun x => (x ^ 2 - k ^ 2 + lam ^ 2) / 2) p p :=
    (((((hasDerivAt_id' p).fun_pow 2).sub_const (k ^ 2)).add_const (lam ^ 2)).div_const
      2).congr_deriv (by norm_num)
  have hL : HasDerivAt (fun x => 2 * k * x) (2 * k) p :=
    ((hasDerivAt_id' p).const_mul (2 * k)).congr_deriv (by ring)
  -- the rational terms cancel
  have eA : (p ^ 2 - k ^ 2 + lam ^ 2) * (k + p) / ((k + p) ^ 2 + lam ^ 2)
      - 2 * k * lam ^ 2 / ((k + p) ^ 2 + lam ^ 2) = -(k - p) := by
    rw [← sub_div, div_eq_iff hA0]
    ring
  have eB : (p ^ 2 - k ^ 2 + lam ^ 2) * (k - p) / ((k - p) ^ 2 + lam ^ 2)
      - 2 * k * lam ^ 2 / ((k - p) ^ 2 + lam ^ 2) = -(k + p) := by
    rw [← sub_div, div_eq_iff hB0]
    ring
  exact (((hQ.fun_mul (hA.fun_sub hB)).fun_add hL).fun_sub
    ((hC.fun_sub hD).const_mul (2 * k * lam))).congr_deriv (by linear_combination eA + eB)
```

At $p=0$ the logarithms cancel and so do the arctangents, hence $F(0)=0$. The radial integral is therefore $F(k_F)/(2k)$, and

$$
\begin{aligned}
\Sigma_\lambda(k)=-\frac{e^2}{\pi}\bigg[&k_F+\frac{k_F^2-k^2+\lambda^2}{4k}\ln\frac{(k+k_F)^2+\lambda^2}{(k-k_F)^2+\lambda^2}\\
&-\lambda\left(\arctan\frac{k+k_F}{\lambda}-\arctan\frac{k-k_F}{\lambda}\right)\bigg].
\end{aligned}
$$

The proof replaces the integrand by its logarithmic form on $[0,k_F]$, which is where it uses $k_F\ge0$, and then applies the fundamental theorem.

```lean
/-- Closed form of the screened Hartree-Fock exchange self-energy of the electron gas. -/
theorem selfEnergy_eq (e2 : ℝ) {kF k lam : ℝ} (hF : 0 ≤ kF) (hk : 0 < k) (hlam : 0 < lam) :
    selfEnergy e2 kF k lam = -(e2 / Real.pi) *
      (kF + (kF ^ 2 - k ^ 2 + lam ^ 2) / (4 * k) *
          Real.log (((k + kF) ^ 2 + lam ^ 2) / ((k - kF) ^ 2 + lam ^ 2))
        - lam * (Real.arctan ((k + kF) / lam) - Real.arctan ((k - kF) / lam))) := by
  have hI := intervalIntegral.integral_eq_sub_of_hasDerivAt
    (fun p (_ : p ∈ uIcc 0 kF) => (radialPrimitive_hasDerivAt k p hlam).div_const (2 * k))
    ((shell_continuous k hlam).intervalIntegrable 0 kF)
  have hcongr : ∫ p in (0 : ℝ)..kF, p ^ 2 * angularExchange k p lam =
      ∫ p in (0 : ℝ)..kF, p * (Real.log ((k + p) ^ 2 + lam ^ 2)
        - Real.log ((k - p) ^ 2 + lam ^ 2)) / (2 * k) := by
    apply intervalIntegral.integral_congr
    intro p hp
    rw [uIcc_of_le hF] at hp
    exact shell_eq hk hp.1 hlam
  have h0 : radialPrimitive k lam 0 = 0 := by simp [radialPrimitive]
  have alg : ∀ Q L T : ℝ, (Q / 2 * L + 2 * k * kF - 2 * k * lam * T) / (2 * k) =
      kF + Q / (4 * k) * L - lam * T := by
    intro Q L T
    field_simp
    ring
  have hs : (k + kF) ^ 2 + lam ^ 2 ≠ 0 := by positivity
  have hd : (k - kF) ^ 2 + lam ^ 2 ≠ 0 := by positivity
  unfold selfEnergy
  rw [hcongr, hI, h0, zero_div, sub_zero, Real.log_div hs hd]
  unfold radialPrimitive
  rw [alg]
```

At $\lambda=0$ the arctangent arguments are undefined, and the integrand has a logarithmic singularity at $p=k$ when $k$ lies within the sphere. The passage to this bare Coulomb limit is not carried out here. At $k=0$ the closed form divides by zero, although the angular integral is simply $2/(p^2+\lambda^2)$ and the self-energy stays finite.

## A nonzero charge and an occupied sphere

The last two hypotheses are $e^2>0$, which makes the interaction repulsive, and $k_F>0$, which means that there are electrons to exchange with. Let $0<\lambda<\mu$. For every $p$ in $(0,k_F]$ the angular results give

$$
0<p^2A_\mu(k,p)<p^2A_\lambda(k,p).
$$

Both functions are continuous on $[0,k_F]$, so integration preserves the strict inequalities. Multiplication by $-e^2/\pi<0$ reverses them:

$$
\Sigma_\lambda(k)<\Sigma_\mu(k)<0.
$$

The self-energy rises while its magnitude falls, which is the sense in which exchange weakens. In the proof, `hshell` and `hpos` are the pointwise inequalities, and `hI` and `hJ` their integrated forms. The integration lemma asks for continuity, a weak inequality throughout and a strict one at some point; the proof supplies $p=k_F$. If $e^2=0$ or $k_F=0$, both self-energies vanish and the strict inequalities fail.

```lean
/-- Screening weakens exchange: for positive `e2`, `kF` and `k`, raising a positive screening wave
number gives a strictly higher self-energy, which is still negative. -/
theorem screening_weakens_exchange {e2 kF k lam mu : ℝ} (he : 0 < e2) (hF : 0 < kF)
    (hk : 0 < k) (hlam : 0 < lam) (hlt : lam < mu) :
    selfEnergy e2 kF k lam < selfEnergy e2 kF k mu ∧ selfEnergy e2 kF k mu < 0 := by
  have hmu : 0 < mu := hlam.trans hlt
  have hcont : ∀ l : ℝ, 0 < l →
      ContinuousOn (fun p => p ^ 2 * angularExchange k p l) (Icc 0 kF) := fun l hl =>
    (shell_continuous k hl).continuousOn.congr (fun p hp => shell_eq hk hp.1 hl)
  -- every momentum shell contributes less when the screening is stronger
  have hshell : ∀ p : ℝ, 0 < p →
      p ^ 2 * angularExchange k p mu < p ^ 2 * angularExchange k p lam := fun p hp =>
    mul_lt_mul_of_pos_left (angularExchange_lt hk hp hlam.le hlt (by positivity))
      (by positivity)
  have hpos : ∀ p : ℝ, 0 < p → 0 < p ^ 2 * angularExchange k p mu := fun p hp =>
    mul_pos (by positivity) (angularExchange_pos hk hp (by positivity))
  have hI := intervalIntegral.integral_lt_integral_of_continuousOn_of_le_of_exists_lt hF
    (hcont mu hmu) (hcont lam hlam) (fun p hp => (hshell p hp.1).le)
    ⟨kF, ⟨hF.le, le_rfl⟩, hshell kF hF⟩
  have hJ := intervalIntegral.integral_lt_integral_of_continuousOn_of_le_of_exists_lt hF
    (continuousOn_const (c := (0 : ℝ))) (hcont mu hmu) (fun p hp => (hpos p hp.1).le)
    ⟨kF, ⟨hF.le, le_rfl⟩, hpos kF hF⟩
  rw [intervalIntegral.integral_zero] at hJ
  have hc : 0 < e2 / Real.pi := div_pos he Real.pi_pos
  have h1 := mul_lt_mul_of_pos_left hI hc
  have h2 := mul_pos hc hJ
  unfold selfEnergy
  constructor <;> linarith

end

end ScreenedExchange
```

```lean
#print axioms ScreenedExchange.selfEnergy_eq
#print axioms ScreenedExchange.screening_weakens_exchange
```

```
'ScreenedExchange.selfEnergy_eq' depends on axioms: [propext, Classical.choice, Quot.sound]
'ScreenedExchange.screening_weakens_exchange' depends on axioms: [propext, Classical.choice, Quot.sound]
```
